# The Yukawa-screened zero mode of jellium contributes \(-2\pi/(Vk^2)\) per electron

Put one electron in a periodic box of volume \(V\) with a uniform, neutralising positive background. Take the elementary charge as the unit of charge, and let two unit charges at distance \(r\) interact through the Yukawa potential \(e^{-kr}/r\) with screening \(k>0\). Keep only its zero-wavevector part, which gives each pair of unit charges the energy \(u\). The background repels itself with energy \(u/2\), and the electron is attracted to it with energy \(-u\). There is no second electron, and the model leaves out the electron's interaction with its own periodic images, so the sum is \(-u/2\), not zero.

For \(N\) electrons the same deficit appears once per electron. Its size is \(u/2=2\pi/(Vk^2)\), which vanishes for a large box at fixed screening and diverges when the screening is removed at fixed volume.

```lean
import Mathlib

open Filter MeasureTheory
open scoped Real Topology

namespace JelliumZeroMode

noncomputable section
```

## The screened interaction and its space integral

In units where the squared elementary charge is 1, two unit charges at distance \(r\) interact through

\[ v_k(r)=\frac{e^{-kr}}{r}. \]

The parameter \(k\) is an inverse screening length. It makes the space integral of the long-ranged Coulomb interaction finite.

```lean
/-- The Yukawa interaction of two unit charges at distance `r > 0` with screening `k`. -/
def yukawa (k r : ℝ) : ℝ := Real.exp (-(k * r)) / r
```

The zero mode is the integral of \(v_k\) over all space. The angular integration gives the shell area \(4\pi r^2\), and the Lean definition starts from the remaining radial integral:

\[ \hat v_k(0)=\int_0^\infty 4\pi r^2\,v_k(r)\,dr. \]

```lean
/-- The zero mode of the Yukawa interaction: its integral over all space, taken in
spherical shells, for `k > 0`. -/
def yukawaZeroMode (k : ℝ) : ℝ :=
  ∫ r in Set.Ioi (0 : ℝ), 4 * π * r ^ 2 * yukawa k r
```

## Three energies from counting charges

The background has density \(N/V\). In a periodic box each point of it feels the potential \((N/V)\,\hat v_k(0)\). Integrating over the volume, with a factor \(1/2\) for double counting, gives

\[ E_{bb}=\tfrac12\left(\tfrac NV\right)^2V\,\hat v_k(0). \]

```lean
/-- Self-energy of a uniform background of density `N / V` in a volume `V > 0`. -/
def backgroundEnergy (N : ℕ) (V k : ℝ) : ℝ :=
  1 / 2 * (N / V) ^ 2 * V * yukawaZeroMode k
```

Each electron feels the same potential with the opposite sign:

\[ E_{eb}=-\sum_{i}\frac NV\,\hat v_k(0). \]

```lean
/-- Attraction of `N` electrons to the uniform background of density `N / V`, for `V > 0`. -/
def electronBackgroundEnergy (N : ℕ) (V k : ℝ) : ℝ :=
  -∑ _i : Fin N, (N / V) * yukawaZeroMode k
```

The \(q=0\) Fourier component of the repulsion between two electrons is \(\hat v_k(0)/V\), wherever they sit. The model leaves out self-pairs, and with them each electron's interaction with its own periodic images, so

\[ E_{ee}=\frac12\sum_i\sum_{j\ne i}\frac{\hat v_k(0)}V. \]

In Lean the electrons are labelled by `Fin N`, and `Finset.univ.erase i` removes the self-pair.

```lean
/-- The `q = 0` part of the electron repulsion: half the sum over ordered pairs of
distinct electrons, for `V > 0`. -/
def electronZeroModeEnergy (N : ℕ) (V k : ℝ) : ℝ :=
  1 / 2 * ∑ i : Fin N, ∑ _j ∈ Finset.univ.erase i, yukawaZeroMode k / V
```

The quantity of interest is \(\varepsilon=(E_{bb}+E_{eb}+E_{ee})/N\). It contains no kinetic energy and no interaction at nonzero wavevector, and no quantum state enters.

```lean
/-- The sum of the three zero-mode energies per electron, for `N > 0` and `V > 0`. -/
def energyPerElectron (N : ℕ) (V k : ℝ) : ℝ :=
  (backgroundEnergy N V k + electronBackgroundEnergy N V k
    + electronZeroModeEnergy N V k) / N
```

## The zero mode equals \(4\pi/k^2\)

One power of \(r\) cancels, which leaves a Gamma integral:

\[ \hat v_k(0)=4\pi\int_0^\infty r\,e^{-kr}\,dr=4\pi\,\frac{\Gamma(2)}{k^2}=\frac{4\pi}{k^2}. \]

The `calc` block follows these equalities. The cancellation is made under the integral sign, where \(r>0\).

```lean
/-- The space integral of the Yukawa interaction is `4π / k²`. -/
theorem yukawaZeroMode_eq {k : ℝ} (hk : 0 < k) :
    yukawaZeroMode k = 4 * π / k ^ 2 := by
  have h := Real.integral_rpow_mul_exp_neg_mul_Ioi (a := 2) (r := k) (by norm_num) hk
  calc yukawaZeroMode k
      = ∫ r in Set.Ioi (0 : ℝ), 4 * π * (r ^ ((2 : ℝ) - 1) * Real.exp (-(k * r))) := by
        unfold yukawaZeroMode
        apply setIntegral_congr_fun measurableSet_Ioi
        intro r hr
        have hr0 : r ≠ 0 := (Set.mem_Ioi.mp hr).ne'
        have h1 : r ^ ((2 : ℝ) - 1) = r := by
          rw [show (2 : ℝ) - 1 = 1 by norm_num, Real.rpow_one]
        simp only [yukawa, h1]
        field_simp
    _ = 4 * π * ((1 / k) ^ (2 : ℝ) * Real.Gamma 2) := by
        rw [integral_const_mul, h]
    _ = 4 * π / k ^ 2 := by
        rw [Real.Gamma_two, Real.rpow_two]
        ring
```

## The energies in units of the pair energy

Set \(u=\hat v_k(0)/V=4\pi/(Vk^2)\). There are \(N\) electrons, each with \(N-1\) partners, so

\[ E_{bb}=\frac{N^2u}2,\qquad E_{eb}=-N^2u,\qquad E_{ee}=\frac{N(N-1)u}2. \]

The theorem fixes \(u\) by the hypothesis `V * k ^ 2 * u = 4 * π`, which already forces \(V\neq0\). The first two parts use \((N/V)V=N\). In the third, the inner sum is the full sum minus its diagonal term, \(Nu-u\).

```lean
/-- With `u = 4π / (V k²)`, the background, electron-background and electron `q = 0`
energies are `N² u / 2`, `-N² u` and `N (N - 1) u / 2`. -/
theorem zeroMode_energies (N : ℕ) {V k u : ℝ} (hk : 0 < k)
    (hu : V * k ^ 2 * u = 4 * π) :
    backgroundEnergy N V k = N ^ 2 * u / 2 ∧
    electronBackgroundEnergy N V k = -(N ^ 2 * u) ∧
    electronZeroModeEnergy N V k = N * (N - 1) * u / 2 := by
  have hV : V ≠ 0 := by
    intro h
    rw [h] at hu
    linarith [Real.pi_pos]
  have hk0 : k ≠ 0 := hk.ne'
  have hv : yukawaZeroMode k = V * u := by
    rw [yukawaZeroMode_eq hk, ← hu]
    field_simp
  have h : (N : ℝ) / V * V = N := div_mul_cancel₀ _ hV
  refine ⟨?_, ?_, ?_⟩
  · rw [backgroundEnergy, hv]
    linear_combination (u / 2 * ((N : ℝ) / V * V + N)) * h
  · simp only [electronBackgroundEnergy, hv, Finset.sum_const, Finset.card_univ,
      Fintype.card_fin, nsmul_eq_mul]
    linear_combination (-((N : ℝ) * u)) * h
  · -- each electron meets all the others, but not itself
    have hd : V * u / V = u := mul_div_cancel_left₀ u hV
    have hs : ∀ i : Fin N, ∑ _j ∈ Finset.univ.erase i, u = N * u - u := by
      intro i
      rw [Finset.sum_erase_eq_sub (Finset.mem_univ i)]
      simp
    simp only [electronZeroModeEnergy, hv, hd, hs]
    simp only [Finset.sum_const, Finset.card_univ, Fintype.card_fin, nsmul_eq_mul]
    ring
```

## The missing self-pairs

The terms in \(N^2\) cancel:

\[ \frac{N^2u}2-N^2u+\frac{N(N-1)u}2=-\frac{Nu}2,
\qquad \varepsilon=-\frac u2=-\frac{2\pi}{Vk^2}<0. \]

If the electron term were modelled with all ordered pairs, including \(i=j\), it would be \(N^2u/2\). The total would then vanish for every \(V\) and \(k\), and both limits would be trivial. The remainder thus comes from excluding self-interaction.

The hypothesis \(N>0\) is needed. For \(N=0\) and \(V=k=1\) all three energies are zero and Lean evaluates \(0/0\) as 0, whereas the formula gives \(-2\pi\).

```lean
/-- The zero-mode energies sum to `-2π / (V k²)` per electron, which is negative. -/
theorem energyPerElectron_eq {N : ℕ} {V k : ℝ} (hN : 0 < N) (hV : 0 < V) (hk : 0 < k) :
    energyPerElectron N V k = -(2 * π) / (V * k ^ 2) ∧ energyPerElectron N V k < 0 := by
  have hu : V * k ^ 2 * (4 * π / (V * k ^ 2)) = 4 * π := by field_simp
  obtain ⟨h1, h2, h3⟩ := zeroMode_energies N hk hu
  have hN0 : (N : ℝ) ≠ 0 := Nat.cast_ne_zero.mpr hN.ne'
  have h : energyPerElectron N V k = -(2 * π) / (V * k ^ 2) := by
    rw [energyPerElectron, h1, h2, h3, div_eq_iff hN0]
    ring
  refine ⟨h, ?_⟩
  rw [h]
  exact div_neg_of_neg_of_pos (by linarith [Real.pi_pos]) (by positivity)
```

## When the remainder vanishes in a joint limit

In a thermodynamic limit at fixed density, \(N\) grows with \(V\), and \(k\) may change too. Let \(i\) now label the members of such a family. Since

\[ \frac{\varepsilon_i}{-2\pi}=\frac1{V_ik_i^2}, \]

\(\varepsilon_i\to0\) exactly when \(V_ik_i^2\to\infty\). The particle number plays no part beyond being positive. For example, \(k_i=V_i^{-1/2}\) keeps \(\varepsilon_i=-2\pi\) however large the box becomes.

In Lean the family is indexed by any type `ι`, and the filter `l` says how the limit is taken. For the forward direction, the reciprocal tends to zero through positive values, so its inverse tends to \(+\infty\). For the converse, a constant is divided by a quantity that tends to infinity.

```lean
/-- When particle number, volume and screening vary together, the zero-mode energy per
electron vanishes in the limit if and only if `V k²` tends to infinity. -/
theorem tendsto_zero_iff {ι : Type*} {l : Filter ι} {N : ι → ℕ} {V k : ι → ℝ}
    (hN : ∀ i, 0 < N i) (hV : ∀ i, 0 < V i) (hk : ∀ i, 0 < k i) :
    Tendsto (fun i => energyPerElectron (N i) (V i) (k i)) l (𝓝 0) ↔
      Tendsto (fun i => V i * k i ^ 2) l atTop := by
  have he := fun i => energyPerElectron_eq (hN i) (hV i) (hk i)
  constructor
  · intro h
    -- the inverse of `V k²` is the energy in units of `-2π`
    have hpt : ∀ i, energyPerElectron (N i) (V i) (k i) / (-(2 * π))
        = (V i * k i ^ 2)⁻¹ := by
      intro i
      rw [(he i).1, div_eq_iff (by linarith [Real.pi_pos] : -(2 * π) < 0).ne]
      ring
    have h0 : Tendsto (fun i => (V i * k i ^ 2)⁻¹) l (𝓝 0) := by
      have h1 := h.div_const (-(2 * π))
      rw [zero_div] at h1
      exact h1.congr hpt
    have hpos : ∀ i, (V i * k i ^ 2)⁻¹ ∈ Set.Ioi (0 : ℝ) := fun i =>
      inv_pos.mpr (mul_pos (hV i) (pow_pos (hk i) 2))
    have h2 := tendsto_inv_nhdsGT_zero.comp
      (tendsto_nhdsWithin_iff.mpr ⟨h0, Eventually.of_forall hpos⟩)
    exact h2.congr fun i => inv_inv _
  · intro h
    exact (h.const_div_atTop (-(2 * π))).congr fun i => (he i).1.symm
```

## Large volume and weak screening

With the other variables fixed,

\[ \lim_{V\to\infty}\left(-\frac{2\pi}{k^2}\,\frac1V\right)=0,
\qquad
\lim_{k\to0^+}\left(-\frac{2\pi}{V}\,\frac1{k^2}\right)=-\infty. \]

Since \(\varepsilon\) does not depend on \(N\), the first limit also holds when \(N\) grows with \(V\) at fixed density. In this model the background terms then cancel the \(q=0\) repulsion per electron if the volume goes to infinity before the screening is removed.

In the Lean statement `W` is the varying volume and `q` the varying screening, not a wavevector. The filter `𝓝[>] 0` means approach to zero from above, and `atBot` means \(-\infty\). The proof replaces \(\varepsilon\) by its closed form wherever the varying quantity is positive, which suffices for each limit.

```lean
/-- The zero-mode energy per electron tends to zero for infinite volume at fixed screening,
but to minus infinity for vanishing screening at fixed volume. -/
theorem volume_and_screening_limits {N : ℕ} {V k : ℝ}
    (hN : 0 < N) (hV : 0 < V) (hk : 0 < k) :
    Tendsto (fun W => energyPerElectron N W k) atTop (𝓝 0) ∧
    Tendsto (fun q => energyPerElectron N V q) (𝓝[>] 0) atBot := by
  constructor
  · have h : Tendsto (fun W : ℝ => W * k ^ 2) atTop atTop :=
      tendsto_id.atTop_mul_const (pow_pos hk 2)
    refine (h.const_div_atTop (-(2 * π))).congr' ?_
    filter_upwards [eventually_gt_atTop (0 : ℝ)] with W hW
    exact (energyPerElectron_eq hN hW hk).1.symm
  · have h : Tendsto (fun q : ℝ => q⁻¹ ^ 2) (𝓝[>] 0) atTop :=
      (tendsto_pow_atTop two_ne_zero).comp tendsto_inv_nhdsGT_zero
    have hc : -(2 * π) / V < 0 :=
      div_neg_of_neg_of_pos (by linarith [Real.pi_pos]) hV
    refine (h.const_mul_atTop_of_neg hc).congr' ?_
    filter_upwards [self_mem_nhdsWithin] with q hq
    rw [(energyPerElectron_eq hN hV (Set.mem_Ioi.mp hq)).1]
    ring
```

## A cubic box with screening tied to its side

Let \(V=L^3\) and \(k=c/L\), where the fixed number \(c>0\) is the ratio of the box side to the screening length. Then \(Vk^2=c^2L\), and

\[ c^2L\,\varepsilon=-2\pi. \]

Under this scaling the model's zero-mode energy per electron decays as \(1/L\), even though the screening disappears as the box grows. The relation is exact at every \(L>0\), and the proof substitutes \(Vk^2=c^2L\) into the closed form.

```lean
/-- In a cubic box of side `L` with screening `k = c / L`, the zero-mode energy per electron
times `c² L` is exactly `-2π`. -/
theorem cubic_box {N : ℕ} {L c : ℝ} (hN : 0 < N) (hL : 0 < L) (hc : 0 < c) :
    c ^ 2 * L * energyPerElectron N (L ^ 3) (c / L) = -(2 * π) := by
  have hx : L ^ 3 * (c / L) ^ 2 = c ^ 2 * L := by field_simp
  rw [(energyPerElectron_eq hN (pow_pos hL 3) (div_pos hc hL)).1, hx]
  field_simp

end

end JelliumZeroMode
```

```lean
#print axioms JelliumZeroMode.energyPerElectron_eq
#print axioms JelliumZeroMode.tendsto_zero_iff
#print axioms JelliumZeroMode.volume_and_screening_limits
#print axioms JelliumZeroMode.cubic_box
```

```
'JelliumZeroMode.energyPerElectron_eq' depends on axioms: [propext, Classical.choice, Quot.sound]
'JelliumZeroMode.tendsto_zero_iff' depends on axioms: [propext, Classical.choice, Quot.sound]
'JelliumZeroMode.volume_and_screening_limits' depends on axioms: [propext, Classical.choice, Quot.sound]
'JelliumZeroMode.cubic_box' depends on axioms: [propext, Classical.choice, Quot.sound]
```
